# The exact threshold for a particle-number penalty on a finite-dimensional, number-conserving Hamiltonian

**Q:** What is the smallest case where the penalty matters?

**A:** Two levels: $N=\mathrm{diag}(0,1)$, $H=\mathrm{diag}(0,-1)$, target $n_0=0$. The penalised matrix $K=H+x(N-n_0)^2$ is $\mathrm{diag}(0,x-1)$. Its ground vectors all lie in sector 0 exactly when $x>1$. At $x=1$ the levels tie, so the inequality is strict.

**Q:** And in general?

**A:** Let $H$ and $N$ be commuting Hermitian matrices, let $N$ have integer eigenvalues, and let $E(n)$ be the lowest energy of $H$ in sector $n$. If $Nv=nv$, then $Kv=Hv+x(n-n_0)^2v$. The lowest level of $K$ in sector $n$ is therefore $E(n)+x(n-n_0)^2$, and in sector $n_0$ it is $E(n_0)$. Call sector $n$ occupied if $n$ is an eigenvalue of $N$, and let sector $n_0$ be occupied. The target wins strictly exactly when, for every other occupied $n$,
$$x>\frac{E(n_0)-E(n)}{(n-n_0)^2}.$$

**Q:** Does the code mean the same by "sector" and "energy"?

**A:** Vectors are functions `ι → ℂ` on a finite index set. A sector is an eigenspace of `N`, which need not be diagonal.

In Lean 4 with Mathlib:

```lean
import Mathlib

open Matrix
open scoped ComplexOrder

namespace ParticleNumberPenalty

noncomputable section

variable {ι : Type*} [Fintype ι] [DecidableEq ι]

/-- The sector of particle number `n`: all vectors `v` with `N v = n v`. -/
def sector (N : Matrix ι ι ℂ) (n : ℤ) : Submodule ℂ (ι → ℂ) :=
  Module.End.eigenspace N.mulVecLin (n : ℂ)

/-- Every eigenvalue of the number matrix is an integer. -/
def IntegerSpectrum (N : Matrix ι ι ℂ) : Prop :=
  ∀ (c : ℂ) (v : ι → ℂ), v ≠ 0 → N *ᵥ v = c • v → ∃ n : ℤ, c = n
```

**A:** Energies are real eigenvalues with an eigenvector in a given subspace, and the lowest energy is their infimum. `sectorEnergy H N n` is $E(n)$.

```lean
/-- The real energy levels of `A` that have an eigenvector in the subspace `W`. -/
def levels (A : Matrix ι ι ℂ) (W : Submodule ℂ (ι → ℂ)) : Set ℝ :=
  {E | ∃ v ∈ W, v ≠ 0 ∧ A *ᵥ v = (E : ℂ) • v}

/-- The infimum of the energy levels of `A` in the subspace `W`, for Hermitian `A` and
nonzero `W` invariant under `A`. -/
def lowestEnergy (A : Matrix ι ι ℂ) (W : Submodule ℂ (ι → ℂ)) : ℝ := sInf (levels A W)

/-- The lowest energy `E(n)` of `H` in the sector of particle number `n`, for Hermitian `H`
commuting with `N` and a nonzero sector. -/
def sectorEnergy (H N : Matrix ι ι ℂ) (n : ℤ) : ℝ := lowestEnergy H (sector N n)
```

**A:** `penalized` is $K$. A ground vector is a nonzero eigenvector at the lowest energy of $K$ on the whole space, written `⊤`, so competition between sectors is included.

```lean
/-- The penalised Hamiltonian `H + x (N - n₀)²`. -/
def penalized (H N : Matrix ι ι ℂ) (n₀ : ℤ) (x : ℝ) : Matrix ι ι ℂ :=
  H + (x : ℂ) • (N - (n₀ : ℂ) • (1 : Matrix ι ι ℂ)) ^ 2

/-- A ground vector of a Hermitian matrix `K`: a nonzero eigenvector at its lowest energy. -/
def IsGround (K : Matrix ι ι ℂ) (v : ι → ℂ) : Prop :=
  v ≠ 0 ∧ K *ᵥ v = (lowestEnergy K ⊤ : ℂ) • v
```

**Q:** An infimum need not be the energy of any state.

**A:** Here it is. A complex matrix has an eigenvector $u$ in any nonzero subspace it preserves. For Hermitian $A$ with $Au=cu$, comparing $\langle Au,u\rangle$ with $\langle u,Au\rangle$ gives $\bar c=c$. The set of levels is thus nonempty, and it is finite, so it has a least element.

```lean
omit [DecidableEq ι] in
/-- A matrix has an eigenvector in every nonzero subspace that it maps into itself. -/
theorem exists_eigenvector (B : Matrix ι ι ℂ) (W : Submodule ℂ (ι → ℂ))
    (hW : ∀ w ∈ W, B *ᵥ w ∈ W) (hne : W ≠ ⊥) :
    ∃ c : ℂ, ∃ u ∈ W, u ≠ 0 ∧ B *ᵥ u = c • u := by
  have : Nontrivial W := Submodule.nontrivial_iff_ne_bot.2 hne
  let f : Module.End ℂ W := B.mulVecLin.restrict hW
  obtain ⟨c, hc⟩ := Module.End.exists_eigenvalue f
  obtain ⟨u, hu⟩ := hc.exists_hasEigenvector
  exact ⟨c, u, u.2, fun h => hu.2 (Subtype.ext h), congrArg Subtype.val hu.apply_eq_smul⟩

omit [DecidableEq ι] in
/-- In a nonzero invariant subspace, a Hermitian matrix attains its lowest energy. -/
theorem lowestEnergy_isLeast {A : Matrix ι ι ℂ} (hA : A.IsHermitian)
    {W : Submodule ℂ (ι → ℂ)} (hW : ∀ w ∈ W, A *ᵥ w ∈ W) (hne : W ≠ ⊥) :
    IsLeast (levels A W) (lowestEnergy A W) := by
  have hfin : (levels A W).Finite := by
    refine ((Module.End.finite_hasEigenvalue A.mulVecLin).preimage
      Complex.ofReal_injective.injOn).subset ?_
    rintro E ⟨v, -, hv, h⟩
    exact Module.End.hasEigenvalue_of_hasEigenvector
      ⟨Module.End.mem_eigenspace_iff.2 h, hv⟩
  have hnon : (levels A W).Nonempty := by
    obtain ⟨c, u, huW, hu0, hu⟩ := exists_eigenvector A W hW hne
    -- the eigenvalue is real because `A` is Hermitian
    have h1 : star (A *ᵥ u) ⬝ᵥ u = star u ⬝ᵥ A *ᵥ u := by
      rw [Matrix.star_mulVec, hA.eq, Matrix.dotProduct_mulVec]
    rw [hu, star_smul, smul_dotProduct, dotProduct_smul, smul_eq_mul, smul_eq_mul] at h1
    have h2 : star c = c :=
      mul_right_cancel₀ (fun h => hu0 (dotProduct_star_self_eq_zero.1 h)) h1
    have h3 : (c.re : ℂ) = c := Complex.conj_eq_iff_re.1 h2
    exact ⟨c.re, u, huW, hu0, by rw [h3, hu]⟩
  exact ⟨hnon.csInf_mem hfin, fun E hE => csInf_le hfin.bddBelow hE⟩
```

**A:** Every nonzero sector qualifies as such a subspace because $N(Hw)=H(Nw)=n\,Hw$.

```lean
omit [DecidableEq ι] in
/-- Commuting matrices may be applied to a vector in either order. -/
theorem commute_apply {A B : Matrix ι ι ℂ} (h : Commute A B) (v : ι → ℂ) :
    A *ᵥ (B *ᵥ v) = B *ᵥ (A *ᵥ v) := by
  rw [Matrix.mulVec_mulVec, h.eq, ← Matrix.mulVec_mulVec]

omit [DecidableEq ι] in
/-- If a Hermitian `H` commutes with `N`, then `E(n)` is attained in every nonzero sector. -/
theorem sectorEnergy_isLeast {H N : Matrix ι ι ℂ} (hH : H.IsHermitian) (hc : Commute H N)
    {n : ℤ} (hn : sector N n ≠ ⊥) :
    IsLeast (levels H (sector N n)) (sectorEnergy H N n) := by
  refine lowestEnergy_isLeast hH (fun w hw => ?_) hn
  have hw' : N *ᵥ w = (n : ℂ) • w := Module.End.mem_eigenspace_iff.1 hw
  refine Module.End.mem_eigenspace_iff.2 ?_
  change N *ᵥ (H *ᵥ w) = (n : ℂ) • (H *ᵥ w)
  rw [← commute_apply hc, hw', Matrix.mulVec_smul]
```

**A:** Next comes the level shift, as an equivalence for $v$ in sector $n$: $Kv=ev$ if and only if $Hv=(e-x(n-n_0)^2)v$.

```lean
/-- In the sector of particle number `n` the penalty shifts every level by `x (n - n₀)²`. -/
theorem penalized_level_iff (H N : Matrix ι ι ℂ) (n₀ n : ℤ) (x e : ℝ) {v : ι → ℂ}
    (hv : v ∈ sector N n) :
    penalized H N n₀ x *ᵥ v = (e : ℂ) • v ↔
      H *ᵥ v = ((e - x * ((n : ℝ) - n₀) ^ 2 : ℝ) : ℂ) • v := by
  have hv' : N *ᵥ v = (n : ℂ) • v := Module.End.mem_eigenspace_iff.1 hv
  have h1 : (N - (n₀ : ℂ) • (1 : Matrix ι ι ℂ)) *ᵥ v = ((n : ℂ) - n₀) • v := by
    rw [Matrix.sub_mulVec, Matrix.smul_mulVec, Matrix.one_mulVec, hv', sub_smul]
  have h2 : penalized H N n₀ x *ᵥ v
      = H *ᵥ v + ((x : ℂ) * ((n : ℂ) - n₀) ^ 2) • v := by
    rw [penalized, Matrix.add_mulVec, Matrix.smul_mulVec, sq (N - _),
      ← Matrix.mulVec_mulVec, h1, Matrix.mulVec_smul, h1]
    module
  rw [h2]
  push_cast
  rw [sub_smul, eq_sub_iff_add_eq]
```

**Q:** A degenerate ground vector may mix sectors. Your level comparison ignores that.

**A:** Suppose $Kv=ev$ with $v$ outside sector $n_0$. Put $D=N-n_0$, and let $W$ be the image under $D$ of the eigenspace of $K$ at $e$. It contains $Dv\neq0$ and is preserved by $N$, so it contains an eigenvector $u=Dw$ with $Nu=nu$. If $n=n_0$, then $Du=0$ and $\langle u,u\rangle=\langle w,Du\rangle=0$, which is impossible. So $n\ne n_0$, and $Ku=eu$ because $K$ commutes with $D$.

```lean
/-- Let `K` commute with a Hermitian `N` of integer spectrum. If an eigenvector of `K` is not in
sector `n₀`, some other sector contains an eigenvector of `K` with the same eigenvalue. -/
theorem exists_other_sector {K N : Matrix ι ι ℂ} (hN : N.IsHermitian)
    (hZ : IntegerSpectrum N) (hc : Commute K N) {n₀ : ℤ} {e : ℂ} {v : ι → ℂ}
    (hv : K *ᵥ v = e • v) (hout : v ∉ sector N n₀) :
    ∃ n : ℤ, n ≠ n₀ ∧ ∃ u ∈ sector N n, u ≠ 0 ∧ K *ᵥ u = e • u := by
  set D : Matrix ι ι ℂ := N - (n₀ : ℂ) • (1 : Matrix ι ι ℂ) with hD
  have hDv : ∀ w, D *ᵥ w = N *ᵥ w - (n₀ : ℂ) • w := fun w => by
    rw [hD, Matrix.sub_mulVec, Matrix.smul_mulVec, Matrix.one_mulVec]
  have hDH : Dᴴ = D := by
    rw [hD, Matrix.conjTranspose_sub, Matrix.conjTranspose_smul, Matrix.conjTranspose_one,
      hN.eq]
    simp
  have hND : Commute N D := (Commute.refl N).sub_right ((Commute.one_right N).smul_right _)
  have hKD : Commute K D := hc.sub_right ((Commute.one_right K).smul_right _)
  -- `N - n₀` removes the component in sector `n₀` from the eigenspace of `K`
  let W := (Module.End.eigenspace K.mulVecLin e).map D.mulVecLin
  have hW : ∀ w ∈ W, N *ᵥ w ∈ W := by
    rintro _ ⟨w, hw, rfl⟩
    have hw' : K *ᵥ w = e • w := Module.End.mem_eigenspace_iff.1 hw
    refine ⟨N *ᵥ w, Module.End.mem_eigenspace_iff.2 ?_, (commute_apply hND w).symm⟩
    change K *ᵥ (N *ᵥ w) = e • (N *ᵥ w)
    rw [commute_apply hc, hw', Matrix.mulVec_smul]
  have hne : W ≠ ⊥ := by
    refine (Submodule.ne_bot_iff _).2
      ⟨D *ᵥ v, ⟨v, Module.End.mem_eigenspace_iff.2 hv, rfl⟩, fun h => hout ?_⟩
    rw [hDv] at h
    exact Module.End.mem_eigenspace_iff.2 (sub_eq_zero.1 h)
  obtain ⟨c, u, ⟨w, hw, hwu⟩, hu0, hu⟩ := exists_eigenvector N W hW hne
  have hw' : K *ᵥ w = e • w := Module.End.mem_eigenspace_iff.1 hw
  have hwu' : D *ᵥ w = u := hwu
  obtain ⟨n, rfl⟩ := hZ c u hu0 hu
  refine ⟨n, ?_, u, Module.End.mem_eigenspace_iff.2 hu, hu0, ?_⟩
  · -- a Hermitian matrix has no nonzero vector both in its range and in its kernel
    rintro rfl
    have h0 : D *ᵥ u = 0 := by rw [hDv, hu, sub_self]
    apply hu0
    apply dotProduct_star_self_eq_zero.1
    calc star u ⬝ᵥ u = star (D *ᵥ w) ⬝ᵥ u := by rw [hwu']
      _ = star w ⬝ᵥ D *ᵥ u := by rw [Matrix.star_mulVec, hDH, Matrix.dotProduct_mulVec]
      _ = 0 := by rw [h0, dotProduct_zero]
  · rw [← hwu', commute_apply hKD, hw', Matrix.mulVec_smul]
```

**A:** $K$ is itself Hermitian, so its lowest energy is attained too.

```lean
/-- For Hermitian `H` and `N`, the penalised Hamiltonian attains its lowest energy on the whole
space, if that space is nonzero. -/
theorem penalized_isLeast {H N : Matrix ι ι ℂ} (hH : H.IsHermitian) (hN : N.IsHermitian)
    (n₀ : ℤ) (x : ℝ) (hne : (⊤ : Submodule ℂ (ι → ℂ)) ≠ ⊥) :
    IsLeast (levels (penalized H N n₀ x) ⊤) (lowestEnergy (penalized H N n₀ x) ⊤) := by
  refine lowestEnergy_isLeast ?_ (fun _ _ => Submodule.mem_top) hne
  unfold Matrix.IsHermitian penalized
  rw [Matrix.conjTranspose_add, Matrix.conjTranspose_smul, Matrix.conjTranspose_pow,
    Matrix.conjTranspose_sub, Matrix.conjTranspose_smul, Matrix.conjTranspose_one, hH.eq, hN.eq]
  simp
```

**Q:** Then how do the two directions close?

**A:** Let $e$ be the lowest energy of $K$.

If the inequalities hold and a ground vector lies outside sector $n_0$, the previous argument supplies $n\neq n_0$ with $E(n)+x(n-n_0)^2\le e\le E(n_0)$, a contradiction.

Conversely, let all ground vectors lie in sector $n_0$; then $E(n_0)\le e$. If $x$ were at or below the threshold of some $n$, the lowest state of that sector would have $K$-energy $E(n)+x(n-n_0)^2\le E(n_0)\le e$. It would be a ground vector in the wrong sector.

In the code, `sector N n ≠ ⊥` says that sector $n$ is occupied, and `linarith` combines the inequalities.

```lean
/-- Let Hermitian `H` and `N` commute, `N` have integer spectrum and sector `n₀` be nonzero. All
ground vectors of `H + x (N - n₀)²` lie in sector `n₀` if and only if
`x > (E(n₀) - E(n)) / (n - n₀)²` for every other nonzero sector `n`. -/
theorem ground_in_sector_iff {H N : Matrix ι ι ℂ} (hH : H.IsHermitian) (hN : N.IsHermitian)
    (hc : Commute H N) (hZ : IntegerSpectrum N) {n₀ : ℤ} (h₀ : sector N n₀ ≠ ⊥) (x : ℝ) :
    (∀ v, IsGround (penalized H N n₀ x) v → v ∈ sector N n₀) ↔
      ∀ n : ℤ, sector N n ≠ ⊥ → n ≠ n₀ →
        (sectorEnergy H N n₀ - sectorEnergy H N n) / ((n : ℝ) - n₀) ^ 2 < x := by
  have hE₀ := sectorEnergy_isLeast hH hc h₀
  obtain ⟨g, hg, hg0, hHg⟩ := hE₀.1
  have htop : (⊤ : Submodule ℂ (ι → ℂ)) ≠ ⊥ :=
    (Submodule.ne_bot_iff _).2 ⟨g, Submodule.mem_top, hg0⟩
  have hK := penalized_isLeast hH hN n₀ x htop
  have hpos : ∀ n : ℤ, n ≠ n₀ → 0 < ((n : ℝ) - n₀) ^ 2 := fun n hn =>
    pow_pos_of_ne n hn
  constructor
  · intro h n hn hne
    by_contra hx
    have hx' := (le_div_iff₀ (hpos n hne)).1 (not_lt.1 hx)
    obtain ⟨w, -, hw0, hKw⟩ := hK.1
    have hw := h w ⟨hw0, hKw⟩
    have h1 := hE₀.2 ⟨w, hw, hw0, (penalized_level_iff H N n₀ n₀ x _ hw).1 hKw⟩
    obtain ⟨u, hu, hu0, hHu⟩ := (sectorEnergy_isLeast hH hc hn).1
    have hKu := (penalized_level_iff H N n₀ n x
      (sectorEnergy H N n + x * ((n : ℝ) - n₀) ^ 2) hu).2 (by rw [add_sub_cancel_right, hHu])
    have h2 := hK.2 ⟨u, Submodule.mem_top, hu0, hKu⟩
    rw [sub_self, zero_pow two_ne_zero, mul_zero, sub_zero] at h1
    -- the lowest state of sector `n` is then itself a ground vector
    have h3 : sectorEnergy H N n + x * ((n : ℝ) - n₀) ^ 2
        = lowestEnergy (penalized H N n₀ x) ⊤ := le_antisymm (by linarith) h2
    rw [h3] at hKu
    have h4 : N *ᵥ u = (n₀ : ℂ) • u := Module.End.mem_eigenspace_iff.1 (h u ⟨hu0, hKu⟩)
    have h5 : N *ᵥ u = (n : ℂ) • u := Module.End.mem_eigenspace_iff.1 hu
    exact hne (Int.cast_injective (smul_left_injective ℂ hu0 (h5.symm.trans h4)))
  · rintro h v ⟨-, hv⟩
    by_contra hout
    have hKN : Commute (penalized H N n₀ x) N :=
      hc.add_left ((((Commute.refl N).sub_left
        ((Commute.one_left N).smul_left _)).pow_left 2).smul_left _)
    obtain ⟨n, hne, u, hu, hu0, hKu⟩ := exists_other_sector hN hZ hKN hv hout
    have hn : sector N n ≠ ⊥ := (Submodule.ne_bot_iff _).2 ⟨u, hu, hu0⟩
    have h1 := (sectorEnergy_isLeast hH hc hn).2
      ⟨u, hu, hu0, (penalized_level_iff H N n₀ n x _ hu).1 hKu⟩
    have h2 := hK.2 ⟨g, Submodule.mem_top, hg0,
      (penalized_level_iff H N n₀ n₀ x (sectorEnergy H N n₀) hg).2 (by simpa using hHg)⟩
    have h3 := (div_lt_iff₀ (hpos n hne)).1 (h n hn hne)
    linarith
where
  pow_pos_of_ne {n₀ : ℤ} (n : ℤ) (hn : n ≠ n₀) : 0 < ((n : ℝ) - n₀) ^ 2 := by
    have : (n : ℝ) - n₀ ≠ 0 := sub_ne_zero.2 (Int.cast_injective.ne hn)
    positivity
```

**Q:** I rarely know every $E(n)$.

**A:** A lower bound $E_{\min}$ on the spectrum of $H$ is enough, together with $E(n_0)$ or an upper bound on it, such as the mean energy of any normalised trial vector in sector $n_0$. If $x>E(n_0)-E_{\min}$, then $x>0$, because $E_{\min}\le E(n_0)$. Distinct integers differ by at least one, so $E(n_0)-E(n)<x\le x(n-n_0)^2$. The theorem takes $E_{\min}$ to be the lowest energy of $H$.

```lean
/-- Let Hermitian `H` and `N` commute, `N` have integer spectrum and sector `n₀` be nonzero. If
`x` exceeds `E(n₀)` minus the lowest energy of `H`, all ground vectors of `H + x (N - n₀)²` lie
in sector `n₀`. -/
theorem ground_in_sector_of_large {H N : Matrix ι ι ℂ} (hH : H.IsHermitian)
    (hN : N.IsHermitian) (hc : Commute H N) (hZ : IntegerSpectrum N) {n₀ : ℤ}
    (h₀ : sector N n₀ ≠ ⊥) {x : ℝ} (hx : sectorEnergy H N n₀ - lowestEnergy H ⊤ < x)
    {v : ι → ℂ} (hv : IsGround (penalized H N n₀ x) v) : v ∈ sector N n₀ := by
  have htop : (⊤ : Submodule ℂ (ι → ℂ)) ≠ ⊥ :=
    (Submodule.ne_bot_iff _).2 ⟨v, Submodule.mem_top, hv.1⟩
  have hlow : ∀ n, sector N n ≠ ⊥ → lowestEnergy H ⊤ ≤ sectorEnergy H N n := fun n hn => by
    obtain ⟨u, -, hu0, hu⟩ := (sectorEnergy_isLeast hH hc hn).1
    exact (lowestEnergy_isLeast hH (fun _ _ => Submodule.mem_top) htop).2
      ⟨u, Submodule.mem_top, hu0, hu⟩
  refine (ground_in_sector_iff hH hN hc hZ h₀ x).2 (fun n hn hne => ?_) v hv
  -- distinct integers differ by at least one
  have hd : n - n₀ ≠ 0 := sub_ne_zero.2 hne
  have h1 : 0 < (n - n₀) ^ 2 := by positivity
  have h2 : (1 : ℤ) ≤ (n - n₀) ^ 2 := by linarith
  have h3 : (1 : ℝ) ≤ ((n : ℝ) - n₀) ^ 2 := by exact_mod_cast h2
  rw [div_lt_iff₀ (by linarith)]
  nlinarith [hlow n hn, hlow n₀ h₀]
```

**Q:** Is integrality of the spectrum just decoration?

**A:** No. Take $N=\mathrm{diag}(0,\tfrac12)$, $H=\mathrm{diag}(0,-1)$, $n_0=0$, $x=2$. No other integer sector is occupied, so the condition holds vacuously, yet the ground vector is the second basis vector, at energy $-\tfrac12$. The condition tests only integer labels, so it misses the eigenvalue $\tfrac12$ of $N$.

If sectors are labelled by the real eigenvalues of $N$ instead, the same argument gives the same threshold formula, for instance for a conserved $S_z$ with half-integer values. The simpler bound with $E_{\min}$ can then fail, as it does in this example, because two labels may differ by less than one.

The next example, with hopping, satisfies all the hypotheses.

```lean
/-- The matrices `N = diag(0, 1, 1)` and `H` with a hopping term between the two one-particle
states are Hermitian and commute, `N` has integer spectrum, and sectors 0 and 1 are nonzero. -/
theorem ground_in_sector_witness :
    let N : Matrix (Fin 3) (Fin 3) ℂ := Matrix.diagonal ![0, 1, 1]
    let H : Matrix (Fin 3) (Fin 3) ℂ := !![0, 0, 0; 0, 0, 1; 0, 1, 0]
    H.IsHermitian ∧ N.IsHermitian ∧ Commute H N ∧ IntegerSpectrum N ∧
      sector N 0 ≠ ⊥ ∧ sector N 1 ≠ ⊥ := by
  intro N H
  refine ⟨?_, ?_, ?_, ?_, ?_, ?_⟩
  · ext i j
    fin_cases i <;> fin_cases j <;> simp [H]
  · ext i j
    fin_cases i <;> fin_cases j <;> simp [N, Matrix.diagonal]
  · change H * N = N * H
    ext i j
    fin_cases i <;> fin_cases j <;> simp [H, N]
  · intro c v hv h
    obtain ⟨i, hi⟩ := Function.ne_iff.1 hv
    have h1 := congrFun h i
    rw [Matrix.mulVec_diagonal, Pi.smul_apply, smul_eq_mul] at h1
    have h2 := mul_right_cancel₀ hi h1
    rw [← h2]
    fin_cases i
    · exact ⟨0, by simp⟩
    · exact ⟨1, by simp⟩
    · exact ⟨1, by simp⟩
  · refine (Submodule.ne_bot_iff _).2 ⟨![1, 0, 0], Module.End.mem_eigenspace_iff.2 ?_,
      fun h => by simpa using congrFun h 0⟩
    ext i
    fin_cases i <;> simp [N, Matrix.mulVec_diagonal]
  · refine (Submodule.ne_bot_iff _).2 ⟨![0, 1, 0], Module.End.mem_eigenspace_iff.2 ?_,
      fun h => by simpa using congrFun h 1⟩
    ext i
    fin_cases i <;> simp [N, Matrix.mulVec_diagonal]

end

end ParticleNumberPenalty
```

**Q:** What does this tell someone running a calculation?

**A:** For a number-conserving Hamiltonian in a finite orbital basis, interacting or not, it says how strong the penalty must be for a minimisation of $\langle v,Kv\rangle$, the mean of the penalised Hamiltonian, over all normalised Fock-space vectors $v$ to have its exact minimisers at the wanted electron number. It says nothing about minimisation over a restricted ansatz, approximate minimisers or convergence.

```lean
#print axioms ParticleNumberPenalty.penalized_level_iff
#print axioms ParticleNumberPenalty.ground_in_sector_of_large
```

```
'ParticleNumberPenalty.penalized_level_iff' depends on axioms: [propext, Classical.choice, Quot.sound]
'ParticleNumberPenalty.ground_in_sector_of_large' depends on axioms: [propext, Classical.choice, Quot.sound]
```
